# The B88 gradient term is neither convex nor concave, and its ratio to the reduced gradient has one maximum

In an atom or molecule the electron density varies slowly in some regions and falls off exponentially in the outer tail. The B88 exchange functional corrects the local density approximation for this variation. For each spin σ it measures the variation by the reduced gradient

x = |∇ρ_σ| / ρ_σ^(4/3),

and lowers the exchange energy density by ρ_σ^(4/3) G(x), where

G(x) = βx² / (1 + 6βx arsinh x), β > 0.

The constant β sets the strength of the correction at small gradients and is fitted to atomic exchange energies. In atomic units, which are used here, the factor 6β in the denominator gives the exchange energy per electron its −1/(2r) decay in an exponential tail.

Since ρ_σ^(4/3) G(x) = |∇ρ_σ| · G(x)/x, the ratio

R(x) = G(x)/x

is the correction per unit of density gradient. How does it change as x grows, and what does that say about the curvature of G?

```lean
import Mathlib

open Set Topology

namespace B88EnhancementShape

noncomputable section
```

In Lean, G is `gradTerm β`, a function of one real variable. It is positive for x > 0; the minus sign of the exchange energy is left out.

```lean
/-- The B88 gradient term `G(x) = β x² / (1 + 6 β x arsinh x)` as a function of the reduced
spin-density gradient `x`, for `β > 0` and `x ≥ 0`. -/
def gradTerm (β x : ℝ) : ℝ := β * x ^ 2 / (1 + 6 * β * x * Real.arsinh x)
```

R is `chordSlope β`, the slope of the line from the origin to the point (x, G(x)).

```lean
/-- The ratio `G(x) / x`, the slope of the chord from the origin to the graph of the B88
gradient term, for `β > 0` and `x > 0`. -/
def chordSlope (β x : ℝ) : ℝ := gradTerm β x / x
```

The parts below also use a particular reduced gradient x*, called `peak β`. The name refers to a position on the x axis, not to a height.

```lean
/-- The reduced gradient `x* = √((1 + √(1 + 144 β²)) / (72 β²))`, for `β > 0`. -/
def peak (β : ℝ) : ℝ := √((1 + √(1 + 144 * β ^ 2)) / (72 * β ^ 2))
```

## (a) The denominator has no zero

Show that for β > 0 and x ≥ 0

1 + 6βx arsinh x > 0.

**Solution.** For x ≥ 0 also arsinh x ≥ 0, so the second term is non-negative and the sum is at least 1. Lean takes the sign of arsinh from Mathlib, and `positivity` combines the signs.

```lean
/-- For `β > 0` and `x ≥ 0` the B88 denominator is positive. -/
theorem denom_pos {β x : ℝ} (hβ : 0 < β) (hx : 0 ≤ x) :
    0 < 1 + 6 * β * x * Real.arsinh x := by
  have h := Real.arsinh_nonneg_iff.2 hx
  positivity
```

## (b) The slope of the ratio

Write D(x) = 1 + 6βx arsinh x. Show that for x > 0

R′(x) = β(1 − 6βx²/√(1 + x²)) / D(x)².

**Solution.** One power of x cancels, so R = βx/D. The derivative of the denominator is

D′ = 6β arsinh x + 6βx/√(1 + x²).

The quotient rule gives R′ = β(D − xD′)/D², and in

D − xD′ = 1 + 6βx arsinh x − 6βx arsinh x − 6βx²/√(1 + x²)

the arsinh terms cancel.

`HasDerivAt` says that R is differentiable at x with this derivative. The steps `h1` to `h4` are the product and quotient rules. The step `h5` cancels the power of x in a neighbourhood of x, which is enough for a derivative.

```lean
/-- For `β > 0` and `x > 0` the derivative of `G(x) / x` is
`β (1 - 6 β x² / √(1 + x²)) / (1 + 6 β x arsinh x)²`. -/
theorem hasDerivAt_chordSlope {β x : ℝ} (hβ : 0 < β) (hx : 0 < x) :
    HasDerivAt (chordSlope β)
      (β * (1 - 6 * β * x ^ 2 / √(1 + x ^ 2)) / (1 + 6 * β * x * Real.arsinh x) ^ 2) x := by
  have h1 : HasDerivAt (fun y : ℝ => β * y) β x := by
    simpa only [mul_one] using (hasDerivAt_id' x).const_mul β
  have h2 : HasDerivAt (fun y : ℝ => 6 * β * y) (6 * β) x := by
    simpa only [mul_one] using (hasDerivAt_id' x).const_mul (6 * β)
  have h3 : HasDerivAt (fun y : ℝ => 1 + 6 * β * y * Real.arsinh y)
      (6 * β * Real.arsinh x + 6 * β * x * (√(1 + x ^ 2))⁻¹) x :=
    (h2.fun_mul (Real.hasDerivAt_arsinh x)).const_add 1
  have h4 := h1.fun_div h3 (denom_pos hβ hx.le).ne'
  -- away from the origin one power of x cancels
  have h5 : chordSlope β =ᶠ[𝓝 x] fun y => β * y / (1 + 6 * β * y * Real.arsinh y) := by
    filter_upwards [lt_mem_nhds hx] with y hy
    have hy' : y ≠ 0 := hy.ne'
    have e : β * y ^ 2 / y = β * y := by field_simp
    rw [chordSlope, gradTerm, div_right_comm, e]
  refine (h4.congr_of_eventuallyEq h5).congr_deriv ?_
  congr 1
  ring
```

## (c) The closed form solves a quartic

Setting R′ = 0 and squaring gives an equation for x. Show that x* is positive and satisfies it:

36β²x*⁴ = 1 + x*².

**Solution.** With y = x² the equation is 36β²y² − y − 1 = 0, with roots

y = (1 ± √(1 + 144β²)) / (72β²).

The product of the roots is negative, so only the upper sign gives a positive y, and this is x*².

Lean checks the root by substitution. With r = √(1 + 144β²), `h` states 72β²x*² = 1 + r and `hr` states r² = 1 + 144β². Eliminating r gives the quartic multiplied by 144β², a factor that `mul_left_cancel₀` removes.

```lean
/-- For `β > 0` the point `x*` is positive and solves the squared stationarity condition
`36 β² x⁴ = 1 + x²`. -/
theorem peak_quartic {β : ℝ} (hβ : 0 < β) :
    0 < peak β ∧ 36 * β ^ 2 * peak β ^ 4 = 1 + peak β ^ 2 := by
  refine ⟨by unfold peak; positivity, ?_⟩
  have hs : peak β ^ 2 = (1 + √(1 + 144 * β ^ 2)) / (72 * β ^ 2) :=
    Real.sq_sqrt (by positivity)
  have hr : √(1 + 144 * β ^ 2) ^ 2 = 1 + 144 * β ^ 2 := Real.sq_sqrt (by positivity)
  have h : 72 * β ^ 2 * peak β ^ 2 = 1 + √(1 + 144 * β ^ 2) := by
    rw [hs]
    field_simp
  have hne : 144 * β ^ 2 ≠ 0 := by positivity
  apply mul_left_cancel₀ hne
  linear_combination (72 * β ^ 2 * peak β ^ 2 - 1 + √(1 + 144 * β ^ 2)) * h + hr
```

## (d) Which side is larger

Show that for x > 0

6βx² < √(1 + x²) if x < x*,
6βx² = √(1 + x²) if x = x*,
6βx² > √(1 + x²) if x > x*.

**Solution.** Both sides are positive, so their squares can be compared. Multiply the difference of the squares by x*⁴ and replace 36β²x*⁴ by 1 + x*²:

x*⁴[(1 + x²) − 36β²x⁴]
= x*⁴(1 + x²) − x⁴(1 + x*²)
= (x*² − x²)(x*² + x² + x²x*²).

The last factor is positive, so the sign is that of x*² − x². This identity is `key` in the proof, and the three cases follow from it and the quartic.

```lean
/-- For `β > 0` and `x > 0`, `6 β x²` is smaller than, equal to or larger than `√(1 + x²)`
when `x` lies below, at or above `x*`. -/
theorem stationarity_sign {β x : ℝ} (hβ : 0 < β) (hx : 0 < x) :
    (x < peak β → 6 * β * x ^ 2 < √(1 + x ^ 2)) ∧
    (x = peak β → 6 * β * x ^ 2 = √(1 + x ^ 2)) ∧
    (peak β < x → √(1 + x ^ 2) < 6 * β * x ^ 2) := by
  obtain ⟨hs, q⟩ := peak_quartic hβ
  have hs4 : 0 < peak β ^ 4 := by positivity
  have hf : 0 < peak β ^ 2 + x ^ 2 + x ^ 2 * peak β ^ 2 := by positivity
  -- the difference of the squared sides changes sign only at x*
  have key : peak β ^ 4 * ((1 + x ^ 2) - (6 * β * x ^ 2) ^ 2)
      = (peak β ^ 2 - x ^ 2) * (peak β ^ 2 + x ^ 2 + x ^ 2 * peak β ^ 2) := by
    linear_combination (-x ^ 4) * q
  refine ⟨fun h => ?_, fun h => ?_, fun h => ?_⟩
  · have hd : 0 < peak β ^ 2 - x ^ 2 := by nlinarith
    have hp := mul_pos hd hf
    rw [← key] at hp
    exact Real.lt_sqrt_of_sq_lt (sub_pos.1 ((mul_pos_iff_of_pos_left hs4).1 hp))
  · have e : 1 + x ^ 2 = (6 * β * x ^ 2) ^ 2 := by
      rw [h]
      linear_combination -q
    rw [e, Real.sqrt_sq (by positivity)]
  · have hd : 0 < x ^ 2 - peak β ^ 2 := by nlinarith
    have hp := mul_pos hd hf
    have key' : (x ^ 2 - peak β ^ 2) * (peak β ^ 2 + x ^ 2 + x ^ 2 * peak β ^ 2)
        = peak β ^ 4 * ((6 * β * x ^ 2) ^ 2 - (1 + x ^ 2)) := by
      linear_combination key
    rw [key'] at hp
    exact (Real.sqrt_lt' (by positivity)).2
      (sub_pos.1 ((mul_pos_iff_of_pos_left hs4).1 hp))
```

## (e) Rise and fall

Show that R increases strictly on (0, x*] and decreases strictly on [x*, ∞), because

R′(x) > 0 for 0 < x < x*, and R′(x) < 0 for x > x*.

**Solution.** In part (b) the factors β and 1/D² are positive, so R′ has the sign of 1 − 6βx²/√(1 + x²). Part (d) gives that sign. R is continuous for x > 0, so the endpoint x* belongs to both intervals.

The intervals are `Ioc 0 (peak β)` and `Ici (peak β)` in Lean. The two Mathlib theorems used need continuity on the interval and the sign of the derivative in its interior.

```lean
/-- For `β > 0` the ratio `G(x) / x` increases strictly on `(0, x*]` and decreases strictly
on `[x*, ∞)`. -/
theorem chordSlope_rises_then_falls {β : ℝ} (hβ : 0 < β) :
    StrictMonoOn (chordSlope β) (Ioc 0 (peak β)) ∧
    StrictAntiOn (chordSlope β) (Ici (peak β)) := by
  have hs := (peak_quartic hβ).1
  constructor
  · refine strictMonoOn_of_deriv_pos (convex_Ioc 0 (peak β))
      (fun x hx => (hasDerivAt_chordSlope hβ hx.1).continuousAt.continuousWithinAt) ?_
    intro x hx
    rw [interior_Ioc] at hx
    have hr : 0 < √(1 + x ^ 2) := Real.sqrt_pos.2 (by positivity)
    rw [(hasDerivAt_chordSlope hβ hx.1).deriv]
    exact div_pos (mul_pos hβ (sub_pos.2 ((div_lt_one hr).2
      ((stationarity_sign hβ hx.1).1 hx.2)))) (pow_pos (denom_pos hβ hx.1.le) 2)
  · refine strictAntiOn_of_deriv_neg (convex_Ici (peak β))
      (fun x hx => (hasDerivAt_chordSlope hβ
        (lt_of_lt_of_le hs hx)).continuousAt.continuousWithinAt) ?_
    intro x hx
    rw [interior_Ici] at hx
    have hx0 : 0 < x := lt_trans hs hx
    have hr : 0 < √(1 + x ^ 2) := Real.sqrt_pos.2 (by positivity)
    rw [(hasDerivAt_chordSlope hβ hx0).deriv]
    exact div_neg_of_neg_of_pos (mul_neg_of_pos_of_neg hβ (sub_neg.2 ((one_lt_div hr).2
      ((stationarity_sign hβ hx0).2.2 hx)))) (pow_pos (denom_pos hβ hx0.le) 2)
```

## (f) One maximiser

Show that x* > 0 and that for every x > 0

6βx² = √(1 + x²) ⇔ x = x*,
R(x) < R(x*) whenever x ≠ x*.

**Solution.** By part (d) the two sides of the first equation differ on either side of x* and agree at x*. If x < x*, the rise of R gives R(x) < R(x*); if x > x*, the fall does. The Lean proof makes the same case distinction.

```lean
/-- For `β > 0` the point `x*` is the only positive solution of `6 β x² = √(1 + x²)`, and
`G(x) / x` is strictly smaller at every other `x > 0` than at `x*`. -/
theorem unique_maximiser {β : ℝ} (hβ : 0 < β) :
    0 < peak β ∧
    (∀ x, 0 < x → (6 * β * x ^ 2 = √(1 + x ^ 2) ↔ x = peak β)) ∧
    (∀ x, 0 < x → x ≠ peak β → chordSlope β x < chordSlope β (peak β)) := by
  have hs := (peak_quartic hβ).1
  obtain ⟨hmono, hanti⟩ := chordSlope_rises_then_falls hβ
  refine ⟨hs, fun x hx => ⟨fun h => ?_, (stationarity_sign hβ hx).2.1⟩, fun x hx hne => ?_⟩
  · rcases lt_trichotomy x (peak β) with hlt | heq | hgt
    · exact absurd h ((stationarity_sign hβ hx).1 hlt).ne
    · exact heq
    · exact absurd h ((stationarity_sign hβ hx).2.2 hgt).ne'
  · rcases lt_or_gt_of_ne hne with hlt | hgt
    · exact hmono ⟨hx, hlt.le⟩ ⟨hs, le_rfl⟩ hlt
    · exact hanti (mem_Ici.2 le_rfl) (mem_Ici.2 hgt.le) hgt
```

## (g) Convexity fails beyond x*

Let b > x*. Show that G is not convex on [0, b], because convexity would require

G(x*) ≤ (x*/b) G(b).

**Solution.** Write x* = (1 − x*/b)·0 + (x*/b)·b. Since G(0) = 0, convexity gives the displayed inequality. Division by x* turns it into R(x*) ≤ R(b), which contradicts part (f).

`ConvexOn ℝ (Icc 0 b)` is the usual inequality for weighted averages on [0, b]. In the proof `h1` is that inequality with the weights above, and `h2` is the strict drop of R.

It is a mistake to read x* as the inflection point of G. Because R′(x*) = 0, the tangent to G at x* passes through the origin. A function convex on [0, x*] with that property and G(0) = 0 would be a straight line there, which G is not. So G″ is negative somewhere between 0 and x*. Near 0 it is positive, because G″(0) = 2β, and the curvature therefore changes sign before x*.

```lean
/-- For `β > 0` the B88 gradient term is not convex on any interval `[0, b]` that reaches
beyond `x*`. -/
theorem not_convexOn_Icc {β b : ℝ} (hβ : 0 < β) (hb : peak β < b) :
    ¬ ConvexOn ℝ (Icc 0 b) (gradTerm β) := by
  intro h
  have hs := (peak_quartic hβ).1
  have hb0 : 0 < b := hs.trans hb
  -- convexity puts the graph at x* below the chord from 0 to b
  have h1 := h.2 (left_mem_Icc.2 hb0.le) (right_mem_Icc.2 hb0.le)
    (sub_nonneg.2 ((div_le_one hb0).2 hb.le)) (div_nonneg hs.le hb0.le)
    (sub_add_cancel 1 (peak β / b))
  have h0 : gradTerm β 0 = 0 := by simp [gradTerm]
  have e0 : (1 - peak β / b) * 0 + peak β / b * b = peak β := by
    rw [mul_zero, zero_add]
    field_simp
  simp only [smul_eq_mul] at h1
  rw [e0, h0, mul_zero, zero_add] at h1
  -- but the chord slope has already dropped at b
  have h2 : gradTerm β b / b < gradTerm β (peak β) / peak β :=
    (unique_maximiser hβ).2.2 b hb0 hb.ne'
  have h3 := (lt_div_iff₀ hs).1 h2
  have e : peak β / b * gradTerm β b = gradTerm β b / b * peak β := by ring
  linarith
```

## (h) Concavity fails at once

Let b > 0. Show that G is not concave on [0, b], because with y = min(b, x*) concavity would require

G(y/2) ≥ G(y)/2.

**Solution.** The point y/2 is the midpoint of 0 and y, and G(0) = 0, so concavity gives this inequality. Division by y/2 turns it into R(y/2) ≥ R(y). But 0 < y/2 < y ≤ x*, where R rises strictly. In Lean, `h1` is the midpoint inequality and `h2` the rise.

```lean
/-- For `β > 0` the B88 gradient term is not concave on any interval `[0, b]` with `b > 0`. -/
theorem not_concaveOn_Icc {β b : ℝ} (hβ : 0 < β) (hb : 0 < b) :
    ¬ ConcaveOn ℝ (Icc 0 b) (gradTerm β) := by
  intro h
  obtain ⟨y, hy, hyb, hys⟩ : ∃ y, 0 < y ∧ y ≤ b ∧ y ≤ peak β :=
    ⟨min b (peak β), lt_min hb (peak_quartic hβ).1, min_le_left _ _, min_le_right _ _⟩
  -- compare the midpoint of [0, y] with the chord
  have h1 := h.2 (left_mem_Icc.2 hb.le) (⟨hy.le, hyb⟩ : y ∈ Icc 0 b)
    (by norm_num : (0 : ℝ) ≤ 1 / 2) (by norm_num : (0 : ℝ) ≤ 1 / 2) (by norm_num)
  have h0 : gradTerm β 0 = 0 := by simp [gradTerm]
  have e0 : (1 / 2 : ℝ) * 0 + 1 / 2 * y = y / 2 := by ring
  simp only [smul_eq_mul] at h1
  rw [e0, h0, mul_zero, zero_add] at h1
  have hy2 : 0 < y / 2 := by positivity
  have h2 : gradTerm β (y / 2) / (y / 2) < gradTerm β y / y :=
    (chordSlope_rises_then_falls hβ).1 ⟨hy2, by linarith⟩ ⟨hy, hys⟩ (by linarith)
  have h3 := (div_lt_div_iff₀ hy2 hy).1 h2
  nlinarith [mul_le_mul_of_nonneg_right h1 hy.le]
```

## (i) The whole half-line

Show that on [0, ∞)

G is neither convex nor concave.

**Solution.** Either property would pass to every subinterval. Convexity fails on [0, x* + 1] by part (g), and concavity fails on [0, 1] by part (h). `h.subset` performs the restriction.

For density functional theory this means that Jensen's inequality cannot be applied to G over all reduced gradients in either direction, a statement about the one-variable B88 term for a single spin. Passing to the exchange energy requires an integral over space in which ρ_σ and ∇ρ_σ vary together, and the convexity of that functional is a separate question.

```lean
/-- For `β > 0` the B88 gradient term is neither convex nor concave on `[0, ∞)`. -/
theorem neither_convex_nor_concave {β : ℝ} (hβ : 0 < β) :
    ¬ ConvexOn ℝ (Ici 0) (gradTerm β) ∧ ¬ ConcaveOn ℝ (Ici 0) (gradTerm β) :=
  ⟨fun h => not_convexOn_Icc hβ (lt_add_one (peak β))
      (h.subset Icc_subset_Ici_self (convex_Icc _ _)),
    fun h => not_concaveOn_Icc hβ one_pos (h.subset Icc_subset_Ici_self (convex_Icc _ _))⟩

end

end B88EnhancementShape
```

```lean
#print axioms B88EnhancementShape.neither_convex_nor_concave
```

```
'B88EnhancementShape.neither_convex_nor_concave' depends on axioms: [propext, Classical.choice, Quot.sound]
```

## An independent coefficient in the denominator

The same argument works when 6β in the denominator is replaced by any constant c > 0, with the prefactor β > 0 kept separate. The stationarity condition becomes cx² = √(1 + x²), with the positive solution

x*² = (1 + √(1 + 4c²)) / (2c²).

The position of the maximum then depends on c alone, while β only scales its height. This extension is derived here by the steps above and has no Lean proof in the code shown.
